# The smallest relative error bound for rounding to the nearest p-bit binary number with unbounded exponent is u/(1+u)

A p-bit number is modelled here as m · 2^e with integers m and e and |m| < 2^p, where e may be any integer, so overflow and underflow never occur. The unit roundoff is u = 2^(−p), and p ≥ 1 throughout.

In Lean 4 with Mathlib:

```lean
import Mathlib

namespace FloatingPointRelativeError

noncomputable section

/-- A `p`-bit floating-point number: an integer significand below `2^p` in magnitude, times an
integer power of two. -/
def IsFloat (p : ℕ) (s : ℝ) : Prop :=
  ∃ m e : ℤ, |m| < 2 ^ p ∧ s = (m : ℝ) * 2 ^ e

/-- The unit roundoff `u = 2^(-p)`. -/
def unitRoundoff (p : ℕ) : ℝ := ((2 : ℝ) ^ p)⁻¹

lemma unitRoundoff_pos (p : ℕ) : 0 < unitRoundoff p := by
  unfold unitRoundoff
  positivity

/-- Multiplying a `p`-bit number by a power of two gives a `p`-bit number. -/
theorem IsFloat.scale {p : ℕ} {s : ℝ} (hs : IsFloat p s) (k : ℤ) : IsFloat p (s * 2 ^ k) := by
  obtain ⟨m, e, hm, rfl⟩ := hs
  exact ⟨m, e + k, hm, by rw [zpow_add₀ (by norm_num : (2 : ℝ) ≠ 0), mul_assoc]⟩

/-- The negative of a `p`-bit number is a `p`-bit number. -/
theorem IsFloat.neg {p : ℕ} {s : ℝ} (hs : IsFloat p s) : IsFloat p (-s) := by
  obtain ⟨m, e, hm, rfl⟩ := hs
  exact ⟨-m, e, by rwa [abs_neg], by push_cast; ring⟩

/-- An integer of magnitude at most `2^p`, the endpoint included, is a `p`-bit number. -/
lemma isFloat_int {p : ℕ} (hp : 1 ≤ p) (m : ℤ) (hm : |m| ≤ 2 ^ p) : IsFloat p (m : ℝ) := by
  have h1 : (1 : ℤ) < 2 ^ p := one_lt_pow₀ (by norm_num) (by omega)
  have hpow : IsFloat p ((2 : ℝ) ^ p) := ⟨1, p, by simpa using h1, by simp⟩
  rcases hm.lt_or_eq with h | h
  · exact ⟨m, 0, h, by simp⟩
  · rcases (abs_eq (by positivity)).mp h with h | h
    · rw [h]; push_cast; exact hpow
    · rw [h]; push_cast; exact hpow.neg

/-- Every nonzero real is a power of two times a number with magnitude in `[2^q, 2^(q+1))`. -/
lemma exists_scaling {x : ℝ} (hx : x ≠ 0) (q : ℕ) :
    ∃ (k : ℤ) (y : ℝ), x = y * 2 ^ k ∧ 2 ^ q ≤ |y| ∧ |y| < 2 ^ (q + 1) := by
  have h20 : (2 : ℝ) ≠ 0 := by norm_num
  obtain ⟨n, h1, h2⟩ := exists_mem_Ico_zpow (abs_pos.mpr hx) (one_lt_two : (1 : ℝ) < 2)
  have hk : (0 : ℝ) < 2 ^ (n - (q : ℤ)) := by positivity
  have e1 : (2 : ℝ) ^ n = 2 ^ q * 2 ^ (n - (q : ℤ)) := by
    rw [← zpow_natCast (2 : ℝ) q, ← zpow_add₀ h20]
    congr 1
    ring
  have e2 : (2 : ℝ) ^ (n + 1) = 2 ^ (q + 1) * 2 ^ (n - (q : ℤ)) := by
    rw [zpow_add_one₀ h20, e1, pow_succ]
    ring
  refine ⟨n - q, x / 2 ^ (n - (q : ℤ)), ?_, ?_, ?_⟩
  · exact (div_mul_cancel₀ x hk.ne').symm
  · rw [abs_div, abs_of_pos hk, le_div_iff₀ hk, ← e1]
    exact h1
  · rw [abs_div, abs_of_pos hk, div_lt_iff₀ hk, ← e2]
    exact h2

/-- A nonzero real has a `p`-bit number within relative distance `u/(1+u)`, and if that number
is exactly this far away then `|x| = (1+u) 2^k` for some integer `k`. -/
theorem exists_float_near {p : ℕ} (hp : 1 ≤ p) {x : ℝ} (hx : x ≠ 0) :
    ∃ s, IsFloat p s ∧ |x - s| ≤ unitRoundoff p / (1 + unitRoundoff p) * |x| ∧
      (|x - s| = unitRoundoff p / (1 + unitRoundoff p) * |x| →
        ∃ k : ℤ, |x| = (1 + unitRoundoff p) * 2 ^ k) := by
  obtain ⟨q, rfl⟩ : ∃ q, p = q + 1 := ⟨p - 1, by omega⟩
  obtain ⟨k, y, rfl, h1, h2⟩ := exists_scaling hx q
  have hk : (0 : ℝ) < 2 ^ k := by positivity
  have hN : (0 : ℝ) < 2 ^ q := by positivity
  have hu0 := unitRoundoff_pos (q + 1)
  have hu : unitRoundoff (q + 1) * (2 * 2 ^ q) = 1 := by
    unfold unitRoundoff
    rw [pow_succ, mul_comm (2 : ℝ) (2 ^ q)]
    exact inv_mul_cancel₀ (by positivity)
  have hD : (0 : ℝ) < 2 * 2 ^ q + 1 := by positivity
  have hc : unitRoundoff (q + 1) / (1 + unitRoundoff (q + 1)) = 1 / (2 * 2 ^ q + 1) := by
    rw [div_eq_div_iff (add_pos one_pos hu0).ne' hD.ne']
    linear_combination hu
  -- the rounding error is at most 1/2, and at most the distance to the end of the binade
  have hd := abs_sub_round y
  have hd' : |y - round y| ≤ |y| - 2 ^ q := by
    rcases le_total 0 y with hy | hy
    · refine (round_le y (2 ^ q)).trans ?_
      rw [abs_of_nonneg hy] at h1 ⊢
      push_cast
      exact abs_le.mpr ⟨by linarith, by linarith⟩
    · refine (round_le y (-2 ^ q)).trans ?_
      rw [abs_of_nonpos hy] at h1 ⊢
      push_cast
      exact abs_le.mpr ⟨by linarith, by linarith⟩
  have hr : |round y| ≤ 2 ^ (q + 1) := by
    have h3 : ((|round y| : ℤ) : ℝ) < ((2 ^ (q + 1) + 1 : ℤ) : ℝ) := by
      push_cast
      have h4 := abs_sub_abs_le_abs_sub ((round y : ℤ) : ℝ) y
      rw [abs_sub_comm] at h4
      linarith
    exact Int.lt_add_one_iff.mp (Int.cast_lt.mp h3)
  have key : |y - round y| * (2 * 2 ^ q + 1) ≤ |y| := by
    nlinarith [mul_le_mul_of_nonneg_right hd hN.le]
  have hxs : |y * 2 ^ k - (round y : ℝ) * 2 ^ k| = |y - round y| * 2 ^ k := by
    rw [← sub_mul, abs_mul, abs_of_pos hk]
  have hcx : 1 / (2 * 2 ^ q + 1) * |y * 2 ^ k| = |y| / (2 * 2 ^ q + 1) * 2 ^ k := by
    rw [abs_mul, abs_of_pos hk]
    ring
  refine ⟨(round y : ℝ) * 2 ^ k, (isFloat_int hp _ hr).scale k, ?_, ?_⟩
  · rw [hc, hxs, hcx]
    exact mul_le_mul_of_nonneg_right ((le_div_iff₀ hD).mpr key) hk.le
  · intro h
    rw [hc, hxs, hcx] at h
    have h5 := (eq_div_iff hD.ne').mp (mul_right_cancel₀ hk.ne' h)
    -- equality forces the error 1/2, next to the lower end of the binade
    have h6 : |y - round y| = 1 / 2 := by
      refine le_antisymm hd ?_
      by_contra hlt
      nlinarith [mul_lt_mul_of_pos_right (not_le.mp hlt) hN]
    rw [h6] at h5
    refine ⟨q + k, ?_⟩
    rw [abs_mul, abs_of_pos hk, ← h5, zpow_add₀ (by norm_num : (2 : ℝ) ≠ 0), zpow_natCast]
    linear_combination (-(2 : ℝ) ^ k / 2) * hu

/-- A `p`-bit number greater than `1` is at least `1 + 2u`. -/
theorem float_gap {p : ℕ} (hp : 1 ≤ p) {s : ℝ} (hs : IsFloat p s) (h1 : 1 < s) :
    1 + 2 * unitRoundoff p ≤ s := by
  obtain ⟨q, rfl⟩ : ∃ q, p = q + 1 := ⟨p - 1, by omega⟩
  obtain ⟨m, e, hm, rfl⟩ := hs
  have hmR : (m : ℝ) < 2 ^ (q + 1) := by exact_mod_cast (le_abs_self m).trans_lt hm
  have hq : (0 : ℝ) < 2 ^ q := by positivity
  have hP : (0 : ℝ) < 2 ^ (q + 1) := by positivity
  -- a smaller exponent would make the number less than 1
  have he : -(q : ℤ) ≤ e := by
    by_contra hlt
    have h2 : (2 : ℝ) ^ e ≤ 2 ^ (-((q + 1 : ℕ) : ℤ)) :=
      zpow_le_zpow_right₀ (by norm_num) (by push_cast; omega)
    rw [zpow_neg, zpow_natCast] at h2
    have h3 : (m : ℝ) * 2 ^ e < 1 :=
      calc (m : ℝ) * 2 ^ e < 2 ^ (q + 1) * 2 ^ e :=
            mul_lt_mul_of_pos_right hmR (by positivity)
        _ ≤ 2 ^ (q + 1) * (2 ^ (q + 1))⁻¹ := mul_le_mul_of_nonneg_left h2 hP.le
        _ = 1 := mul_inv_cancel₀ hP.ne'
    linarith
  obtain ⟨j, hj⟩ := Int.eq_ofNat_of_zero_le (show 0 ≤ e + q by omega)
  -- hence it is an integer multiple of 2u
  have hs : (m : ℝ) * 2 ^ e * 2 ^ q = ((m * 2 ^ j : ℤ) : ℝ) := by
    have h4 : (2 : ℝ) ^ e * 2 ^ q = 2 ^ j := by
      rw [← zpow_natCast (2 : ℝ) q, ← zpow_add₀ (by norm_num : (2 : ℝ) ≠ 0), hj, zpow_natCast]
    push_cast
    rw [mul_assoc, h4]
  have hM : (2 ^ q : ℤ) < m * 2 ^ j := by
    have h5 : ((2 ^ q : ℤ) : ℝ) < ((m * 2 ^ j : ℤ) : ℝ) := by
      rw [← hs]
      push_cast
      exact lt_mul_of_one_lt_left hq h1
    exact Int.cast_lt.mp h5
  have hM' : (2 : ℝ) ^ q + 1 ≤ m * 2 ^ e * 2 ^ q := by
    rw [hs]
    exact_mod_cast Int.add_one_le_iff.mpr hM
  have hu : 2 * unitRoundoff (q + 1) * 2 ^ q = 1 := by
    unfold unitRoundoff
    rw [pow_succ]
    field_simp
  refine le_of_mul_le_mul_right ?_ hq
  rw [add_mul, one_mul, hu]
  exact hM'

/-- Every `p`-bit number is at distance at least `u 2^k` from `(1+u) 2^k`. -/
theorem midpoint_far {p : ℕ} (hp : 1 ≤ p) (k : ℤ) {s : ℝ} (hs : IsFloat p s) :
    unitRoundoff p * 2 ^ k ≤ |(1 + unitRoundoff p) * 2 ^ k - s| := by
  have hk : (0 : ℝ) < 2 ^ k := by positivity
  have h : unitRoundoff p ≤ |1 + unitRoundoff p - s * 2 ^ (-k)| := by
    rcases le_or_gt (s * 2 ^ (-k)) 1 with h1 | h1
    · exact le_abs.mpr (Or.inl (by linarith))
    · have h2 := float_gap hp (hs.scale (-k)) h1
      exact le_abs.mpr (Or.inr (by linarith))
  have e : (1 + unitRoundoff p) * 2 ^ k - s
      = (1 + unitRoundoff p - s * 2 ^ (-k)) * 2 ^ k := by
    rw [sub_mul, mul_assoc s, ← zpow_add₀ (by norm_num : (2 : ℝ) ≠ 0), neg_add_cancel,
      zpow_zero, mul_one]
  rw [e, abs_mul, abs_of_pos hk]
  exact mul_le_mul_of_nonneg_right h hk.le

/-- The constant `u/(1+u)` is the smallest `c` such that every real `x` has a `p`-bit number
within distance `c |x|`. -/
theorem optimal_relative_error {p : ℕ} (hp : 1 ≤ p) :
    IsLeast {c : ℝ | ∀ x : ℝ, ∃ s, IsFloat p s ∧ |x - s| ≤ c * |x|}
      (unitRoundoff p / (1 + unitRoundoff p)) := by
  constructor
  · intro x
    by_cases hx : x = 0
    · exact ⟨0, ⟨0, 0, by simp, by simp⟩, by simp [hx]⟩
    · obtain ⟨s, hs, h, -⟩ := exists_float_near hp hx
      exact ⟨s, hs, h⟩
  · intro c hc
    -- test the constant at x = 1 + u
    have h1 : 0 < 1 + unitRoundoff p := add_pos one_pos (unitRoundoff_pos p)
    obtain ⟨s, hs, h⟩ := hc (1 + unitRoundoff p)
    have h2 := midpoint_far hp 0 hs
    rw [zpow_zero, mul_one, mul_one] at h2
    rw [abs_of_pos h1] at h
    exact (div_le_iff₀ h1).mpr (h2.trans h)

/-- For nonzero `x`, no `p`-bit number is closer than relative distance `u/(1+u)` exactly when
`|x| = (1+u) 2^k` for some integer `k`. -/
theorem worst_case_iff {p : ℕ} (hp : 1 ≤ p) {x : ℝ} (hx : x ≠ 0) :
    (∀ s, IsFloat p s → unitRoundoff p / (1 + unitRoundoff p) * |x| ≤ |x - s|) ↔
      ∃ k : ℤ, |x| = (1 + unitRoundoff p) * 2 ^ k := by
  constructor
  · intro h
    obtain ⟨s, hs, hle, heq⟩ := exists_float_near hp hx
    exact heq (le_antisymm hle (h s hs))
  · rintro ⟨k, hk⟩ s hs
    have h1 : 0 < 1 + unitRoundoff p := add_pos one_pos (unitRoundoff_pos p)
    have hc : unitRoundoff p / (1 + unitRoundoff p) * |x| = unitRoundoff p * 2 ^ k := by
      rw [hk, ← mul_assoc, div_mul_cancel₀ _ h1.ne']
    rw [hc]
    rcases le_total 0 x with h | h
    · rw [abs_of_nonneg h] at hk
      rw [hk]
      exact midpoint_far hp k hs
    · rw [abs_of_nonpos h] at hk
      have h2 := midpoint_far hp k hs.neg
      rw [← hk, show -x - -s = -(x - s) by ring, abs_neg] at h2
      exact h2

/-- If `s` is a `p`-bit number nearest to `x`, then `s = x (1 + δ)` with `|δ| ≤ u/(1+u)`. -/
theorem nearest_rounding_model {p : ℕ} (hp : 1 ≤ p) {x s : ℝ}
    (hs : IsFloat p s) (hnear : ∀ t, IsFloat p t → |x - s| ≤ |x - t|) :
    ∃ δ : ℝ, |δ| ≤ unitRoundoff p / (1 + unitRoundoff p) ∧ IsFloat p (x * (1 + δ)) ∧
      s = x * (1 + δ) := by
  obtain ⟨t, ht, h⟩ := (optimal_relative_error hp).1 x
  have hb := (hnear t ht).trans h
  by_cases hx : x = 0
  · have hs0 : s = 0 := by simpa [hx] using hb
    have hu := unitRoundoff_pos p
    have e : s = x * (1 + 0) := by rw [hs0, hx, zero_mul]
    exact ⟨0, by rw [abs_zero]; positivity, e ▸ hs, e⟩
  · have e : s = x * (1 + (s - x) / x) := by
      rw [mul_add, mul_one, mul_div_cancel₀ _ hx]
      ring
    refine ⟨(s - x) / x, ?_, e ▸ hs, e⟩
    rw [abs_div, abs_sub_comm, div_le_iff₀ (abs_pos.mpr hx)]
    exact hb

end

end FloatingPointRelativeError
```

```lean
#print axioms FloatingPointRelativeError.worst_case_iff
#print axioms FloatingPointRelativeError.nearest_rounding_model
```

```
'FloatingPointRelativeError.worst_case_iff' depends on axioms: [propext, Classical.choice, Quot.sound]
'FloatingPointRelativeError.nearest_rounding_model' depends on axioms: [propext, Classical.choice, Quot.sound]
```

## What is bounded, and for which numbers

Think of x as the exact real result of one arithmetic step in a simulation, and of s as the number that is stored. `IsFloat p s` says that s is a p-bit number. The significand m need not be normalised, and zero is included. `unitRoundoff p` is u.

`optimal_relative_error` considers all constants c such that every real x has a p-bit number s with

|x − s| ≤ c |x|.

`IsLeast` says that u/(1+u) is such a constant and that no smaller one is. Since the inequality does not divide by x, it also covers x = 0, where s = 0.

`worst_case_iff` identifies the nonzero x for which no p-bit number is closer than this bound: they are exactly those with |x| = (1+u) 2^k for some integer k.

`nearest_rounding_model` takes a p-bit number s that is at least as close to x as every other p-bit number, and concludes that

s = x(1 + δ), |δ| ≤ u/(1+u).

No tie-breaking rule enters. This is the factor attached to each rounded operation in an error analysis of, say, an energy sum, provided that the operation is rounded to nearest and its result stays clear of overflow and underflow. How such errors accumulate over many operations is not treated.

## Rounding within one binade

Put q = p − 1 and N = 2^q. Then u = 1/(2N), and

u/(1+u) = 1/(2N + 1).

A nonzero x can be written as x = y · 2^k with N ≤ |y| < 2N; this is `exists_scaling`. Let r be an integer nearest to y (either one in a tie), and let d = |y − r|. Two bounds hold:

d ≤ 1/2,
d ≤ |y| − N.

The second holds because N or −N, whichever has the sign of y, is an integer at distance |y| − N, and r is no farther away. In `exists_float_near` these bounds are `hd` and `hd'`, the latter obtained from `round_le`. Multiplying the first by 2N and adding the second gives

d(2N + 1) ≤ N + |y| − N = |y|.

This is `key`, where `nlinarith` combines the bounds. With s = r · 2^k, multiplication by 2^k turns it into

|x − s| ≤ |x|/(2N + 1).

It remains to see that s is a p-bit number. Since |r| ≤ |y| + 1/2 < 2N + 1, we have |r| ≤ 2N = 2^p. If |r| = 2^p, the significand r is too large, but r = ±1 · 2^p is still allowed. `isFloat_int` handles this endpoint, and `IsFloat.scale` supplies the factor 2^k.

If the error equals the bound, both inequalities used must be equalities, so d = 1/2 and |y| = N + 1/2. Hence

|x| = (N + 1/2) 2^k = (1+u) 2^(q+k).

The last part of `exists_float_near` carries out this argument.

## The gap above 1

Let s = m · 2^e be a p-bit number greater than 1. If e ≤ −p, then m < 2^p would give s < 1, so e ≥ −q. Therefore s is an integer multiple of 2^(−q) = 2u. So is 1 = N · 2u, and the next multiple gives

s ≥ 1 + 2u.

This is `float_gap`. Every p-bit number is thus at most 1 or at least 1 + 2u, and lies at distance at least u from 1 + u. `midpoint_far` scales this to distance at least u · 2^k from (1+u) 2^k.

If a constant c works for every x, applying it at x = 1 + u yields

u ≤ |x − s| ≤ c(1 + u),

so c ≥ u/(1+u), which proves optimality. For `worst_case_iff`, `midpoint_far` together with `IsFloat.neg` shows that both signs of x give worst cases. Conversely, if no p-bit number beats the bound, the s constructed above attains it, and the equality case gives the form of |x|.

For the rounding model, a nearest s is no farther from x than the number already found, so it obeys the same bound. When x ≠ 0, set δ = (s − x)/x; when x = 0, the bound forces s = 0, and δ = 0 works.
